# Nonlocal screening in a model dielectric adds an inverse-volume term to the image energy of a point charge in large cubic cells

Gaussian units are used: two unit charges in vacuum interact as 1/r. The model is isotropic, with real parameters a (dimensionless) and b (a length squared), both positive in the theorems. Q is a point charge, repeated in every cubic supercell of side L and neutralised by a uniform background; q is a wavenumber.

## The screening model and its Yukawa part

```lean
import Mathlib

open Filter Topology Set MeasureTheory

namespace NonlocalScreening

noncomputable section
```

This loads Mathlib and opens a namespace for the names that follow.

```lean
/-- Model dielectric function at wavenumber `q`, with macroscopic value `1 + a`. -/
def eps (a b q : ℝ) : ℝ := 1 + a / (1 + b * q ^ 2)
```

The dielectric function is

eps(q) = 1 + a/(1 + bq²).

It falls from the macroscopic value 1 + a at q = 0 towards 1 at short wavelengths; √b sets the length scale of this nonlocality.

```lean
/-- Difference between nonlocal and macroscopic inverse screening, divided by `q ^ 2`. -/
def excess (a b q : ℝ) : ℝ := (1 / eps a b q - 1 / (1 + a)) / q ^ 2
```

The excess is (1/eps(q) − 1/(1 + a))/q². Multiplied by 4π, it is what nonlocality adds to the macroscopically screened Coulomb interaction in Fourier space.

```lean
/-- Inverse decay length of the nonlocal part of the screened interaction. -/
def kappa (a b : ℝ) : ℝ := √((1 + a) / b)
```

This is κ = √((1 + a)/b).

```lean
/-- Yukawa interaction of two unit charges at distance `r`. -/
def residual (a b r : ℝ) : ℝ := a / (1 + a) * (Real.exp (-(kappa a b * r)) / r)
```

In real space the nonlocal part is

v(r) = a/(1 + a) · exp(−κr)/r.

The macroscopic part, 1/((1 + a)r), has its own image energy, which is not treated here.

## Charges repeated on a cubic lattice

```lean
/-- Length of an integer vector of the simple cubic lattice with unit spacing. -/
def latticeLength (n : ℤ × ℤ × ℤ) : ℝ :=
  √((n.1 : ℝ) ^ 2 + (n.2.1 : ℝ) ^ 2 + (n.2.2 : ℝ) ^ 2)
```

An integer triple n = (x, y, z) has length s = √(x² + y² + z²). Lean writes its components as `n.1`, `n.2.1` and `n.2.2`.

```lean
/-- Sum of the Yukawa interaction `residual` between a unit charge and all its periodic images, for
a cubic cell of side `L`. -/
def imageSum (a b L : ℝ) : ℝ :=
  ∑' n : {n : ℤ × ℤ × ℤ // n ≠ 0}, residual a b (L * latticeLength n.1)
```

The symbol `∑'` is an infinite sum, here of v(Ls) over all n ≠ 0. In this sum `n` is a triple together with a proof that it is nonzero, and `n.1` is the triple itself.

```lean
/-- Image energy per cell of a point charge `Q` with uniform neutralising background,
for the Yukawa interaction `residual`. -/
def imageEnergy (a b Q L : ℝ) : ℝ :=
  Q ^ 2 / 2 * (imageSum a b L
    - (4 * Real.pi * ∫ r in Ioi (0 : ℝ), r ^ 2 * residual a b r) / L ^ 3)
```

`Ioi 0` is the half-line r > 0, so the definition reads

E(L) = (Q²/2) · [Σ v(Ls) − (4π ∫ r² v(r) dr)/L³].

The second term comes from the uniform background of density −Q/L³. The total potential averages to zero over the cell, so the background's own half of the energy vanishes. The self-energy of the isolated charge is excluded.

## The excess at small wavenumber

```lean
/-- Closed form of the nonlocal excess at nonzero wavenumber. -/
theorem excess_eq {a b q : ℝ} (ha : 0 < a) (hb : 0 < b) (hq : q ≠ 0) :
    excess a b q = a * b / ((1 + a) * (1 + a + b * q ^ 2)) := by
  have h1 : 0 < 1 + b * q ^ 2 := by positivity
  have h2 : 0 < 1 + a + b * q ^ 2 := by positivity
  have h3 : 0 < 1 + a := by positivity
  have he : eps a b q = (1 + a + b * q ^ 2) / (1 + b * q ^ 2) := by
    rw [eps, eq_div_iff h1.ne', add_mul, div_mul_cancel₀ _ h1.ne']
    ring
  rw [excess, he, one_div_div, div_sub_div _ _ h2.ne' h3.ne', div_div,
    div_eq_div_iff (by positivity) (by positivity)]
  ring
```

The names `ha`, `hb` and `hq` label the hypotheses a > 0, b > 0 and q ≠ 0. By hand, eps(q) = (1 + a + bq²)/(1 + bq²), so

1/eps(q) − 1/(1 + a)
= [(1 + a)(1 + bq²) − (1 + a + bq²)] / [(1 + a)(1 + a + bq²)]
= abq² / [(1 + a)(1 + a + bq²)].

Dividing by q² gives the closed form. Lean combines the fractions in the same way, and `ring` checks the algebra.

```lean
/-- At nonzero wavenumber the excess lies strictly between `0` and `a b / (1 + a) ^ 2`. -/
theorem excess_bounds {a b q : ℝ} (ha : 0 < a) (hb : 0 < b) (hq : q ≠ 0) :
    0 < excess a b q ∧ excess a b q < a * b / (1 + a) ^ 2 := by
  rw [excess_eq ha hb hq]
  refine ⟨by positivity, div_lt_div_of_pos_left (by positivity) (by positivity) ?_⟩
  have h : 0 < (1 + a) * (b * q ^ 2) := by positivity
  linarith [h, show (1 + a) * (1 + a + b * q ^ 2) = (1 + a) ^ 2 + (1 + a) * (b * q ^ 2) by ring]
```

The closed form is positive. Its denominator is (1 + a)² + (1 + a)bq², which exceeds (1 + a)², so the excess is strictly below ab/(1 + a)².

```lean
/-- In the long-wavelength limit the excess tends to `a b / (1 + a) ^ 2`. -/
theorem excess_tendsto {a b : ℝ} (ha : 0 < a) (hb : 0 < b) :
    Tendsto (excess a b) (𝓝[≠] 0) (𝓝 (a * b / (1 + a) ^ 2)) := by
  have hc : ContinuousAt (fun q : ℝ => a * b / ((1 + a) * (1 + a + b * q ^ 2))) 0 :=
    ContinuousAt.div continuousAt_const (by fun_prop) (by positivity)
  have ht := hc.tendsto.mono_left (nhdsWithin_le_nhds (s := {0}ᶜ))
  have hv : a * b / ((1 + a) * (1 + a + b * (0 : ℝ) ^ 2)) = a * b / (1 + a) ^ 2 := by
    congr 1
    ring
  rw [hv] at ht
  refine ht.congr' ?_
  filter_upwards [self_mem_nhdsWithin] with q hq
  exact (excess_eq ha hb hq).symm
```

`Tendsto` expresses a limit, and `𝓝[≠] 0` means q → 0 with q ≠ 0. The closed form is continuous at 0, where it equals ab/(1 + a)²; the excess agrees with it at every other q.

## Two integrals of the Yukawa interaction

```lean
/-- The radial Fourier transform of the Yukawa interaction is `4 π` times the excess. -/
theorem residual_fourier {a b q : ℝ} (ha : 0 < a) (hb : 0 < b) (hq : q ≠ 0) :
    4 * Real.pi / q * ∫ r in Ioi (0 : ℝ), r * residual a b r * Real.sin (q * r)
      = 4 * Real.pi * excess a b q := by
  obtain ⟨k, hkd⟩ : ∃ k, k = kappa a b := ⟨_, rfl⟩
  have hk : 0 < k := by rw [hkd]; exact Real.sqrt_pos.2 (by positivity)
  have hk2 : k ^ 2 = (1 + a) / b := by rw [hkd]; exact Real.sq_sqrt (by positivity)
  have hD : k ^ 2 + q ^ 2 ≠ 0 := by positivity
  -- explicit antiderivative of the damped sine
  have hd : ∀ r ∈ Ici (0 : ℝ), HasDerivAt (fun r : ℝ => -(Real.exp (-(k * r)) *
      (k * Real.sin (q * r) + q * Real.cos (q * r))) / (k ^ 2 + q ^ 2))
      (Real.exp (-(k * r)) * Real.sin (q * r)) r := by
    intro r _
    have h0 : HasDerivAt (fun r : ℝ => q * r) q r := by
      simpa using (hasDerivAt_id' r).const_mul q
    have h1 : HasDerivAt (fun r : ℝ => -(k * r)) (-k) r := by
      simpa using ((hasDerivAt_id' r).const_mul k).fun_neg
    refine (((h1.exp.fun_mul ((h0.sin.const_mul k).fun_add
      (h0.cos.const_mul q))).fun_neg).div_const (k ^ 2 + q ^ 2)).congr_deriv ?_
    rw [div_eq_iff hD]
    ring
  have hi : IntegrableOn (fun r : ℝ => Real.exp (-(k * r)) * Real.sin (q * r)) (Ioi 0) := by
    refine Integrable.mono' (exp_neg_integrableOn_Ioi 0 hk)
      (Continuous.aestronglyMeasurable (by fun_prop)) (ae_of_all _ fun r => ?_)
    rw [Real.norm_eq_abs, abs_mul, abs_of_pos (Real.exp_pos _), neg_mul]
    exact mul_le_of_le_one_right (Real.exp_pos _).le (Real.abs_sin_le_one _)
  have he : Tendsto (fun r : ℝ => Real.exp (-(k * r))) atTop (𝓝 0) :=
    Real.tendsto_exp_neg_atTop_nhds_zero.comp (tendsto_id.const_mul_atTop hk)
  have ht : Tendsto (fun r : ℝ => Real.exp (-(k * r)) *
      (k * Real.sin (q * r) + q * Real.cos (q * r))) atTop (𝓝 0) := by
    refine squeeze_zero_norm (a := fun r => Real.exp (-(k * r)) * (k + |q|)) (fun r => ?_)
      (by simpa using he.mul_const (k + |q|))
    rw [Real.norm_eq_abs, abs_mul, abs_of_pos (Real.exp_pos _)]
    refine mul_le_mul_of_nonneg_left ((abs_add_le _ _).trans ?_) (Real.exp_pos _).le
    rw [abs_mul, abs_mul, abs_of_pos hk]
    exact add_le_add (mul_le_of_le_one_right hk.le (Real.abs_sin_le_one _))
      (mul_le_of_le_one_right (abs_nonneg q) (Real.abs_cos_le_one _))
  have ht' := ht.neg.div_const (k ^ 2 + q ^ 2)
  rw [neg_zero, zero_div] at ht'
  have hI : ∫ r in Ioi (0 : ℝ), Real.exp (-(k * r)) * Real.sin (q * r)
      = q / (k ^ 2 + q ^ 2) := by
    rw [integral_Ioi_of_hasDerivAt_of_tendsto' hd hi ht']
    simp [neg_div]
  have hr : EqOn (fun r : ℝ => r * residual a b r * Real.sin (q * r))
      (fun r => a / (1 + a) * (Real.exp (-(k * r)) * Real.sin (q * r))) (Ioi 0) := by
    intro r hr
    have hr0 : r ≠ 0 := ne_of_gt hr
    simp only [residual, ← hkd]
    field_simp
  have hD' : k ^ 2 + q ^ 2 = (1 + a + b * q ^ 2) / b := by
    rw [hk2, eq_div_iff hb.ne', add_mul, div_mul_cancel₀ _ hb.ne']
    ring
  have h2 : 1 + a + b * q ^ 2 ≠ 0 := by positivity
  rw [setIntegral_congr_fun measurableSet_Ioi hr, integral_const_mul, hI, hD',
    excess_eq ha hb hq]
  field_simp
```

For a radial function, the three-dimensional Fourier transform reduces to the integral on the left, which is where the theorem starts. Since r v(r) = a/(1 + a) · exp(−κr), the integral needed is that of exp(−κr) sin(qr), with antiderivative

−exp(−κr)(κ sin qr + q cos qr)/(κ² + q²).

This vanishes at infinity and equals −q/(κ² + q²) at 0, so the integral is q/(κ² + q²). With κ² + q² = (1 + a + bq²)/b, the transform is

4πab/[(1 + a)(1 + a + bq²)],

which is 4π times the excess. In the proof, `hd` checks the antiderivative, `ht` its limit, and `hI` evaluates the integral.

```lean
/-- The Yukawa interaction integrated over all space equals `4 π a b / (1 + a) ^ 2`. -/
theorem residual_integral {a b : ℝ} (ha : 0 < a) (hb : 0 < b) :
    4 * Real.pi * ∫ r in Ioi (0 : ℝ), r ^ 2 * residual a b r
      = 4 * Real.pi * (a * b / (1 + a) ^ 2) := by
  obtain ⟨k, hkd⟩ : ∃ k, k = kappa a b := ⟨_, rfl⟩
  have hk : 0 < k := by rw [hkd]; exact Real.sqrt_pos.2 (by positivity)
  have hk2 : k ^ 2 = (1 + a) / b := by rw [hkd]; exact Real.sq_sqrt (by positivity)
  have hd : ∀ r ∈ Ici (0 : ℝ), HasDerivAt (fun r : ℝ => -(k * r * Real.exp (-(k * r))
      + Real.exp (-(k * r))) / k ^ 2) (r * Real.exp (-(k * r))) r := by
    intro r _
    have h0 : HasDerivAt (fun r : ℝ => k * r) k r := by
      simpa using (hasDerivAt_id' r).const_mul k
    have h1 := h0.fun_neg.exp
    refine (((h0.fun_mul h1).fun_add h1).fun_neg.div_const (k ^ 2)).congr_deriv ?_
    rw [div_eq_iff (by positivity)]
    ring
  have hl : Tendsto (fun r : ℝ => k * r) atTop atTop := tendsto_id.const_mul_atTop hk
  have h1 : Tendsto (fun r : ℝ => k * r * Real.exp (-(k * r))) atTop (𝓝 0) := by
    simpa [Function.comp_def] using (Real.tendsto_pow_mul_exp_neg_atTop_nhds_zero 1).comp hl
  have ht := ((h1.add (Real.tendsto_exp_neg_atTop_nhds_zero.comp hl)).neg).div_const (k ^ 2)
  rw [add_zero, neg_zero, zero_div] at ht
  have hI : ∫ r in Ioi (0 : ℝ), r * Real.exp (-(k * r)) = 1 / k ^ 2 := by
    rw [integral_Ioi_of_hasDerivAt_of_nonneg' hd
      (fun r hr => mul_nonneg (le_of_lt hr) (Real.exp_pos _).le) ht]
    simp [neg_div]
  have hr : EqOn (fun r : ℝ => r ^ 2 * residual a b r)
      (fun r => a / (1 + a) * (r * Real.exp (-(k * r)))) (Ioi 0) := by
    intro r hr
    have hr0 : r ≠ 0 := ne_of_gt hr
    simp only [residual, ← hkd]
    field_simp
  rw [setIntegral_congr_fun measurableSet_Ioi hr, integral_const_mul, hI, hk2]
  field_simp
```

Here r² v(r) = a/(1 + a) · r exp(−κr). The antiderivative of r exp(−κr) is −(κr + 1)exp(−κr)/κ², so its integral is 1/κ² = b/(1 + a). The total is 4πab/(1 + a)².

## Convergence of the image sum

```lean
/-- Every nonzero vector of the unit cubic lattice has length at least one. -/
theorem one_le_latticeLength {n : ℤ × ℤ × ℤ} (hn : n ≠ 0) : 1 ≤ latticeLength n := by
  obtain ⟨x, y, z⟩ := n
  have h : (1 : ℤ) ≤ x ^ 2 + y ^ 2 + z ^ 2 := by
    by_contra h
    have hx : x ^ 2 = 0 := by linarith [sq_nonneg x, sq_nonneg y, sq_nonneg z, not_le.1 h]
    have hy : y ^ 2 = 0 := by linarith [sq_nonneg x, sq_nonneg y, sq_nonneg z, not_le.1 h]
    have hz : z ^ 2 = 0 := by linarith [sq_nonneg x, sq_nonneg y, sq_nonneg z, not_le.1 h]
    rw [pow_eq_zero_iff two_ne_zero] at hx hy hz
    exact hn (by simp [hx, hy, hz])
  exact Real.one_le_sqrt.2 (by exact_mod_cast h)
```

If x² + y² + z² were below 1, all three integers would vanish. Hence s ≥ 1 for n ≠ 0.

```lean
/-- The inverse-sixth-power sum over the nonzero cubic lattice vectors converges. -/
theorem summable_inv_six :
    Summable (fun n : {n : ℤ × ℤ × ℤ // n ≠ 0} => 1 / latticeLength n.1 ^ 6) := by
  have hw : Summable (fun m : ℤ => 1 / (1 + (m : ℝ) ^ 2)) := by
    refine Summable.of_nonneg_of_le (fun m => by positivity) (fun m => ?_)
      ((Real.summable_one_div_int_pow.2 one_lt_two).add
        (hasSum_ite_eq (0 : ℤ) (1 : ℝ)).summable)
    by_cases h : m = 0
    · simp [h]
    · have h' : (m : ℝ) ≠ 0 := by exact_mod_cast h
      simp only [h, if_false, add_zero]
      exact one_div_le_one_div_of_le (by positivity) (by linarith)
  have h0 : 0 ≤ fun m : ℤ => 1 / (1 + (m : ℝ) ^ 2) := by
    intro m
    show (0 : ℝ) ≤ 1 / (1 + (m : ℝ) ^ 2)
    positivity
  have h1 : 0 ≤ fun p : ℤ × ℤ => 1 / (1 + (p.1 : ℝ) ^ 2) * (1 / (1 + (p.2 : ℝ) ^ 2)) := by
    intro p
    show (0 : ℝ) ≤ 1 / (1 + (p.1 : ℝ) ^ 2) * (1 / (1 + (p.2 : ℝ) ^ 2))
    positivity
  have hp := (hw.mul_of_nonneg (hw.mul_of_nonneg hw h0 h0) h0 h1).comp_injective
    (Subtype.val_injective (p := fun n : ℤ × ℤ × ℤ => n ≠ 0))
  -- compare with a product of three one-dimensional sums
  refine Summable.of_nonneg_of_le (fun n => by positivity) (fun n => ?_) (hp.mul_left 8)
  obtain ⟨⟨x, y, z⟩, hn⟩ := n
  have hs1 := one_le_latticeLength hn
  have hs2 : latticeLength (x, y, z) ^ 2 = (x : ℝ) ^ 2 + (y : ℝ) ^ 2 + (z : ℝ) ^ 2 :=
    Real.sq_sqrt (by positivity)
  show 1 / latticeLength (x, y, z) ^ 6 ≤
    8 * (1 / (1 + (x : ℝ) ^ 2) * (1 / (1 + (y : ℝ) ^ 2) * (1 / (1 + (z : ℝ) ^ 2))))
  generalize latticeLength (x, y, z) = s at hs1 hs2 ⊢
  have hs3 : 1 ≤ s ^ 2 := one_le_pow₀ hs1
  have hx : 1 + (x : ℝ) ^ 2 ≤ 2 * s ^ 2 := by linarith [sq_nonneg (y : ℝ), sq_nonneg (z : ℝ)]
  have hy : 1 + (y : ℝ) ^ 2 ≤ 2 * s ^ 2 := by linarith [sq_nonneg (x : ℝ), sq_nonneg (z : ℝ)]
  have hz : 1 + (z : ℝ) ^ 2 ≤ 2 * s ^ 2 := by linarith [sq_nonneg (x : ℝ), sq_nonneg (y : ℝ)]
  have hs0 : 0 < s := by linarith
  calc 1 / s ^ 6 = 8 * (1 / (2 * s ^ 2) * (1 / (2 * s ^ 2) * (1 / (2 * s ^ 2)))) := by
        field_simp
        norm_num
    _ ≤ _ := by gcongr
```

Since x² ≤ s² and 1 ≤ s², we have 1 + x² ≤ 2s², and likewise for y and z. Therefore

1/s⁶ = 8/(2s²)³ ≤ 8/[(1 + x²)(1 + y²)(1 + z²)].

Summed over all integer triples, the right side gives 8 times a product of three convergent one-dimensional sums, each compared with Σ 1/m² plus a term for m = 0.

```lean
/-- The image sum converges for every cell size and is at most a constant over `L ^ 6`. -/
theorem imageSum_bound {a b : ℝ} (ha : 0 < a) (hb : 0 < b) :
    ∃ C : ℝ, ∀ L : ℝ, 0 < L →
      Summable (fun n : {n : ℤ × ℤ × ℤ // n ≠ 0} => residual a b (L * latticeLength n.1)) ∧
      0 ≤ imageSum a b L ∧ imageSum a b L ≤ C / L ^ 6 := by
  have hk : 0 < kappa a b := Real.sqrt_pos.2 (by positivity)
  obtain ⟨D, hDd⟩ : ∃ D, D = 120 * a / ((1 + a) * kappa a b ^ 5) := ⟨_, rfl⟩
  -- the Yukawa interaction is at most a constant over the sixth power of the distance
  have hle : ∀ r : ℝ, 0 < r → residual a b r ≤ D / r ^ 6 := by
    intro r hr
    have hx : 0 < kappa a b * r := by positivity
    have h5 : (kappa a b * r) ^ 5 / 120 ≤ Real.exp (kappa a b * r) := by
      simpa [Nat.factorial] using Real.pow_div_factorial_le_exp (kappa a b * r) hx.le 5
    have he : Real.exp (-(kappa a b * r)) ≤ 120 / (kappa a b * r) ^ 5 := by
      rw [Real.exp_neg, le_div_iff₀ (by positivity), inv_mul_le_iff₀ (Real.exp_pos _)]
      linarith
    calc residual a b r ≤ a / (1 + a) * (120 / (kappa a b * r) ^ 5 / r) := by
          unfold residual
          gcongr
      _ = D / r ^ 6 := by
          rw [hDd]
          field_simp
  refine ⟨D * ∑' n : {n : ℤ × ℤ × ℤ // n ≠ 0}, 1 / latticeLength n.1 ^ 6, fun L hL => ?_⟩
  have hpos : ∀ n : {n : ℤ × ℤ × ℤ // n ≠ 0}, 0 < L * latticeLength n.1 := fun n =>
    mul_pos hL (lt_of_lt_of_le one_pos (one_le_latticeLength n.2))
  have h0 : ∀ n : {n : ℤ × ℤ × ℤ // n ≠ 0}, 0 ≤ residual a b (L * latticeLength n.1) := by
    intro n
    have := hpos n
    unfold residual
    exact mul_nonneg (by positivity) (div_nonneg (Real.exp_pos _).le this.le)
  have h1 : ∀ n : {n : ℤ × ℤ × ℤ // n ≠ 0}, residual a b (L * latticeLength n.1)
      ≤ D / L ^ 6 * (1 / latticeLength n.1 ^ 6) := by
    intro n
    refine (hle _ (hpos n)).trans (le_of_eq ?_)
    rw [mul_pow, div_mul_div_comm, mul_one]
  have hm := summable_inv_six.mul_left (D / L ^ 6)
  have hs := Summable.of_nonneg_of_le h0 h1 hm
  refine ⟨hs, tsum_nonneg h0, (hs.tsum_le_tsum h1 hm).trans (le_of_eq ?_)⟩
  rw [tsum_mul_left]
  ring
```

From exp(t) ≥ t⁵/120 with t = κr,

v(r) ≤ D/r⁶, D = 120a/[(1 + a)κ⁵].

Setting r = Ls and summing gives 0 ≤ Σ v(Ls) ≤ C/L⁶, with C = D Σ 1/s⁶. The order `∃ C`, then `∀ L`, makes C independent of cell size. The bound is crude, since the sum actually decays exponentially with L, but it is enough for the limit below.

## The inverse-volume term

```lean
/-- For large cubic supercells, volume times the image energy of the nonlocal part tends to
`-2 π Q ^ 2 a b / (1 + a) ^ 2`. -/
theorem volume_mul_imageEnergy_tendsto {a b : ℝ} (ha : 0 < a) (hb : 0 < b) (Q : ℝ) :
    Tendsto (fun L : ℝ => L ^ 3 * imageEnergy a b Q L) atTop
      (𝓝 (-(2 * Real.pi * Q ^ 2 * (a * b / (1 + a) ^ 2)))) := by
  obtain ⟨C, hC⟩ := imageSum_bound ha hb
  -- the direct interaction with the images vanishes faster than the inverse volume
  have hS : Tendsto (fun L : ℝ => L ^ 3 * imageSum a b L) atTop (𝓝 0) := by
    have hlim : Tendsto (fun L : ℝ => C / L ^ 3) atTop (𝓝 0) :=
      (tendsto_pow_atTop three_ne_zero).const_div_atTop C
    refine squeeze_zero' ?_ ?_ hlim
    · filter_upwards [eventually_gt_atTop 0] with L hL
      exact mul_nonneg (by positivity) (hC L hL).2.1
    · filter_upwards [eventually_gt_atTop 0] with L hL
      calc L ^ 3 * imageSum a b L ≤ L ^ 3 * (C / L ^ 6) :=
            mul_le_mul_of_nonneg_left (hC L hL).2.2 (by positivity)
        _ = C / L ^ 3 := by field_simp
  -- only the neutralising background survives
  have hT := (hS.sub_const (4 * Real.pi * (a * b / (1 + a) ^ 2))).const_mul (Q ^ 2 / 2)
  have hv : Q ^ 2 / 2 * (0 - 4 * Real.pi * (a * b / (1 + a) ^ 2))
      = -(2 * Real.pi * Q ^ 2 * (a * b / (1 + a) ^ 2)) := by ring
  rw [hv] at hT
  refine hT.congr' ?_
  filter_upwards [eventually_gt_atTop 0] with L hL
  have hL3 : L ^ 3 ≠ 0 := by positivity
  rw [imageEnergy, residual_integral ha hb, mul_left_comm, mul_sub (L ^ 3),
    mul_div_cancel₀ _ hL3]

end

end NonlocalScreening
```

Multiplying the energy by the volume gives

L³E(L) = (Q²/2) · [L³ Σ v(Ls) − 4πab/(1 + a)²].

The first term in the bracket lies between 0 and C/L³, so it vanishes as L → ∞ (`squeeze_zero'`). The background term leaves

L³E(L) → −2πQ²ab/(1 + a)².

For charged-defect supercells, this identifies a finite-size contribution of order 1/L³ from nonlocal screening, within a model of a point charge in an isotropic medium and a cubic cell.

## Numbers for a = 3, b = 4

Here κ = 1 and the upper bound is 12/16 = 3/4. At q = 1, eps = 8/5, so the excess is 5/8 − 1/4 = 3/8, inside the bounds. For Q = 1, L³E(L) tends to −3π/2 ≈ −4.71. At L = 10 the background contributes about −4.7 × 10⁻³ to E, and the six nearest images only about +1.0 × 10⁻⁵.

```lean
#print axioms NonlocalScreening.excess_bounds
#print axioms NonlocalScreening.excess_tendsto
#print axioms NonlocalScreening.residual_fourier
#print axioms NonlocalScreening.volume_mul_imageEnergy_tendsto
```

```
'NonlocalScreening.excess_bounds' depends on axioms: [propext, Classical.choice, Quot.sound]
'NonlocalScreening.excess_tendsto' depends on axioms: [propext, Classical.choice, Quot.sound]
'NonlocalScreening.residual_fourier' depends on axioms: [propext, Classical.choice, Quot.sound]
'NonlocalScreening.volume_mul_imageEnergy_tendsto' depends on axioms: [propext, Classical.choice, Quot.sound]
```
